# Gauss–Seidel sweeps for a real symmetric positive definite matrix never raise the quadratic energy and converge from any start

In a point-dipole model of a polarisable molecule, each site carries an induced dipole that responds to the applied field and to the fields of all the other induced dipoles. If I collect the dipole components in a vector $x$, the part of the energy that depends on them is $E(x)=\tfrac12\,x\cdot Ax-b\cdot x$. Here $b$ is the field at the sites from everything except the induced dipoles, and $A$ holds the inverse polarisabilities and the dipole–dipole couplings.

I solve for the dipoles by going through the components in turn. Each one is set to the value that minimises $E$ with the others held at their newest values, and then I start again. An update can spoil the conditions that earlier ones had satisfied, yet the procedure is said to settle on $A^{-1}b$ from any starting guess, provided that $A$ is symmetric positive definite. Can this be proved completely, with the steps visible, and checked by a machine?

## Yes: a vanishing energy gain forces a vanishing residual

Write $r(x)=b-Ax$ for the residual and $e_i$ for the unit vector along coordinate $i$. The argument follows the energy lost in each update.

**One update.** For any displacement $d$, symmetry gives $x\cdot Ad=d\cdot Ax$, so

$$E(x+d)=E(x)+\tfrac12\,d\cdot Ad-r(x)\cdot d .$$

Put $d=t\,e_i$. Since $A_{ii}=e_i\cdot Ae_i>0$, the square can be completed:

$$E(x+t\,e_i)=E(x)-\frac{r_i(x)^2}{2A_{ii}}+\frac{A_{ii}}2\Big(t-\frac{r_i(x)}{A_{ii}}\Big)^2 .$$

The only minimiser along the axis is the step $\tau=r_i(x)/A_{ii}$, and it lowers the energy by $A_{ii}\tau^2/2$.

**One sweep.** Let the sweep visit $i_1,\dots,i_m$ with steps $\tau_1,\dots,\tau_m$, and let $Sx$ be the result. Adding the losses gives

$$E(x)-E(Sx)=\sum_{p=1}^m \tfrac12 A_{i_pi_p}\tau_p^2\ \ge 0 .$$

**Many sweeps.** Let $x_k=S^kx$ and $s=A^{-1}b$. Because $r(s)=0$, the first formula gives $E(s+d)=E(s)+\tfrac12 d\cdot Ad\ge E(s)$. The sequence $E(x_k)$ therefore never rises and is bounded below, so it converges, and the gain $E(x_k)-E(x_{k+1})$ tends to zero. This gain is a sum of non-negative terms, so each step $\tau_p$ of the $k$-th sweep tends to zero as $k\to\infty$.

**From steps to residuals.** Suppose that coordinate $j$ is visited at position $p$. Just before that update its residual is $A_{jj}\tau_p$. The earlier updates of the same sweep have changed it by $-\sum_{q<p}A_{ji_q}\tau_q$, so at the start of the sweep it was

$$r_j(x_k)=A_{jj}\tau_p+\sum_{q<p}A_{ji_q}\tau_q\ \longrightarrow\ 0 .$$

If every coordinate is visited, the whole residual vanishes in the limit, and

$$x_k=A^{-1}b-A^{-1}r(x_k)\ \longrightarrow\ A^{-1}b .$$

### What the Lean theorems say

The coordinates form a finite type `ι`, and `A : Matrix ι ι ℝ` is a real matrix. For dipoles, one element of `ι` is one Cartesian component on one site. The symbols `⬝ᵥ` and `*ᵥ` are the dot product and the matrix–vector product, and `Pi.single i 1` is $e_i$.

The hypothesis `A.PosDef` contains both symmetry and positivity. Physically it is a stability condition: without a field, every non-zero pattern of induced dipoles costs energy. Point-dipole models can violate it when polarisable sites come too close together, and the theorems then say nothing.

`relax` is the update of one coordinate, defined by the formula "add residual over diagonal element". That this is the exact minimum along the axis is proved in `energy_line`. `sweep` applies `relax` along a list `l`, always with the newest values. The condition `∀ i, i ∈ l` says that each coordinate occurs at least once. The usual cyclic order is covered, and so is a forward pass followed by a backward one, but the same list is used in every sweep.

The main theorem, `gaussSeidel_converges`, has two parts, in which `(sweep A b l)^[k] x` is the vector after `k` sweeps:

- `Antitone` says that the energy after `k` sweeps never increases with `k`.
- `Tendsto` says that the vectors themselves converge, component by component, to `A⁻¹ *ᵥ b`.

Two further theorems sharpen the energy statement. `sweep_energy_le` holds for any list, even one with a single entry, so the energy does not rise at any update within a sweep either. `sweep_energy_lt` says that a sweep through all coordinates strictly lowers the energy unless $Ax=b$ already holds.

For polarisable force fields with linear response, finitely many sites, fixed nuclei and a positive definite $A$, this means that the iteration converges to the self-consistent dipoles whatever the initial guess. The theorem gives no rate, so it does not tell you how many sweeps a given tolerance needs. The entries are real numbers, so rounding errors do not enter.

```lean
import Mathlib

open Matrix Filter Topology

namespace GaussSeidelSweeps

noncomputable section

variable {ι : Type*} [Fintype ι] [DecidableEq ι] {A : Matrix ι ι ℝ}

/-- The quadratic energy `x·Ax/2 - b·x` of the variables `x` (induced dipoles) in the field `b`. -/
def energy (A : Matrix ι ι ℝ) (b x : ι → ℝ) : ℝ := x ⬝ᵥ A *ᵥ x / 2 - b ⬝ᵥ x

/-- The Gauss-Seidel update of coordinate `i`: add the residual `(b - Ax)ᵢ` divided by the
diagonal element `Aᵢᵢ`, which must be non-zero. -/
def relax (A : Matrix ι ι ℝ) (b : ι → ℝ) (i : ι) (x : ι → ℝ) : ι → ℝ :=
  x + ((b - A *ᵥ x) i / A i i) • Pi.single i (1 : ℝ)

/-- One sweep: the coordinates in the list `l` are updated one after another, each update using
the newest values. The diagonal elements of `A` at the listed coordinates must be non-zero. -/
def sweep (A : Matrix ι ι ℝ) (b : ι → ℝ) (l : List ι) (x : ι → ℝ) : ι → ℝ :=
  l.foldl (fun y i => relax A b i y) x

omit [DecidableEq ι] in
/-- For positive definite `A`, a displacement `d` changes the energy by its field-free energy
minus its product with the residual `b - Ax`. -/
theorem energy_add (hA : A.PosDef) (b x d : ι → ℝ) :
    energy A b (x + d) = energy A b x + energy A 0 d - (b - A *ᵥ x) ⬝ᵥ d := by
  have hT : Aᵀ = A := by
    ext i j
    simpa using hA.isHermitian.apply i j
  have h1 : d ⬝ᵥ A *ᵥ x = x ⬝ᵥ A *ᵥ d := by
    rw [Matrix.dotProduct_mulVec, ← Matrix.mulVec_transpose, hT, dotProduct_comm]
  have h2 : (A *ᵥ x) ⬝ᵥ d = d ⬝ᵥ A *ᵥ x := dotProduct_comm _ _
  simp only [energy, Matrix.mulVec_add, add_dotProduct, dotProduct_add, sub_dotProduct,
    zero_dotProduct]
  linear_combination -h2 - h1 / 2

omit [DecidableEq ι] in
/-- For positive definite `A`, a solution `s` of `As = b` has the lowest energy. -/
theorem energy_min (hA : A.PosDef) {b s : ι → ℝ} (hs : A *ᵥ s = b) (x : ι → ℝ) :
    energy A b s ≤ energy A b x := by
  have h := energy_add hA b s (x - s)
  rw [add_sub_cancel, hs, sub_self, zero_dotProduct] at h
  have hp := hA.posSemidef.dotProduct_mulVec_nonneg (x - s)
  rw [star_trivial] at hp
  have hq : 0 ≤ energy A 0 (x - s) := by
    simp only [energy, zero_dotProduct]
    linarith
  linarith

/-- For positive definite `A`, the energy along coordinate axis `i` is a parabola whose lowest
point is the Gauss-Seidel update. -/
theorem energy_line (hA : A.PosDef) (b x : ι → ℝ) (i : ι) (t : ℝ) :
    energy A b (x + t • Pi.single i (1 : ℝ)) =
      energy A b (relax A b i x) + A i i / 2 * (t - (b - A *ᵥ x) i / A i i) ^ 2 := by
  have hd : A i i ≠ 0 := (hA.diag_pos).ne'
  have h1 : (Pi.single i (1 : ℝ) : ι → ℝ) ⬝ᵥ A *ᵥ Pi.single i (1 : ℝ) = A i i := by simp
  have h2 : ∀ v : ι → ℝ, v ⬝ᵥ Pi.single i (1 : ℝ) = v i := fun v => by simp
  have key : ∀ s : ℝ, energy A b (x + s • Pi.single i (1 : ℝ)) =
      energy A b x + s ^ 2 * A i i / 2 - s * (b - A *ᵥ x) i := by
    intro s
    rw [energy_add hA]
    simp only [energy, Matrix.mulVec_smul, smul_dotProduct, dotProduct_smul, smul_eq_mul,
      h1, h2, Pi.zero_apply]
    ring
  rw [relax, key, key]
  field_simp
  ring

/-- For positive definite `A`, a sweep never raises the energy. -/
theorem sweep_energy_le (hA : A.PosDef) (b : ι → ℝ) (l : List ι) (x : ι → ℝ) :
    energy A b (sweep A b l x) ≤ energy A b x := by
  induction l generalizing x with
  | nil => exact le_rfl
  | cons i l ih =>
    have hd : 0 < A i i := hA.diag_pos
    have h := energy_line hA b x i 0
    rw [zero_smul, add_zero] at h
    have hn : 0 ≤ A i i / 2 * (0 - (b - A *ᵥ x) i / A i i) ^ 2 := by positivity
    exact (ih (relax A b i x)).trans (by linarith)

/-- For positive definite `A`, if the energy gained by sweeping the points `y k` tends to zero,
so does their residual `b - Ay` at every coordinate visited. -/
theorem residual_tendsto (hA : A.PosDef) (b : ι → ℝ) (l : List ι) (y : ℕ → ι → ℝ)
    (h : Tendsto (fun k => energy A b (y k) - energy A b (sweep A b l (y k))) atTop (𝓝 0)) :
    ∀ i ∈ l, Tendsto (fun k => (b - A *ᵥ y k) i) atTop (𝓝 0) := by
  induction l generalizing y with
  | nil => simp
  | cons i l ih =>
    have hd : 0 < A i i := hA.diag_pos
    have hne : A i i ≠ 0 := hd.ne'
    change Tendsto (fun k => energy A b (y k) -
      energy A b (sweep A b l (relax A b i (y k)))) atTop (𝓝 0) at h
    have hdrop : ∀ k, energy A b (y k) = energy A b (relax A b i (y k)) +
        A i i / 2 * ((b - A *ᵥ y k) i / A i i) ^ 2 := fun k => by
      have h0 := energy_line hA b (y k) i 0
      rwa [zero_smul, add_zero, zero_sub, neg_sq] at h0
    have hle := fun k => sweep_energy_le hA b l (relax A b i (y k))
    have hq : ∀ k, 0 ≤ A i i / 2 * ((b - A *ᵥ y k) i / A i i) ^ 2 := fun k => by positivity
    -- the gain of the first update tends to zero, and so does its step length
    have h1 : Tendsto (fun k => A i i / 2 * ((b - A *ᵥ y k) i / A i i) ^ 2) atTop (𝓝 0) :=
      squeeze_zero hq (fun k => by linarith [hdrop k, hle k]) h
    have h3 := (h1.const_mul (2 / A i i)).sqrt
    have h4 : ∀ k, √(2 / A i i * (A i i / 2 * ((b - A *ᵥ y k) i / A i i) ^ 2)) =
        |(b - A *ᵥ y k) i / A i i| := fun k => by
      rw [← mul_assoc, show 2 / A i i * (A i i / 2) = 1 by field_simp, one_mul,
        Real.sqrt_sq_eq_abs]
    simp only [h4, mul_zero, Real.sqrt_zero] at h3
    have h2 : Tendsto (fun k => (b - A *ᵥ y k) i / A i i) atTop (𝓝 0) :=
      squeeze_zero_norm (fun k => le_of_eq (Real.norm_eq_abs _)) h3
    -- the gain of the remaining updates tends to zero as well
    have h6 : Tendsto (fun k => energy A b (relax A b i (y k)) -
        energy A b (sweep A b l (relax A b i (y k)))) atTop (𝓝 0) :=
      squeeze_zero (fun k => by linarith [hle k]) (fun k => by linarith [hdrop k, hq k]) h
    intro j hj
    rcases List.mem_cons.mp hj with hj | hj
    · rw [hj]
      simpa only [div_mul_cancel₀ _ hne, zero_mul] using h2.mul_const (A i i)
    · have h7 : Tendsto (fun k => (b - A *ᵥ relax A b i (y k)) j) atTop (𝓝 0) :=
        ih (fun k => relax A b i (y k)) h6 j hj
      have h8 := h7.add (h2.mul_const (A j i))
      rw [zero_mul, add_zero] at h8
      refine h8.congr fun k => ?_
      have h9 : (A *ᵥ Pi.single i (1 : ℝ)) j = A j i := by simp
      simp only [relax, Matrix.mulVec_add, Matrix.mulVec_smul, Pi.sub_apply, Pi.add_apply,
        Pi.smul_apply, smul_eq_mul, h9]
      ring

/-- For positive definite `A`, a sweep that visits every coordinate strictly lowers the energy
of any `x` that does not solve `Ax = b`. -/
theorem sweep_energy_lt (hA : A.PosDef) {l : List ι} (hl : ∀ i, i ∈ l) {b x : ι → ℝ}
    (hx : A *ᵥ x ≠ b) : energy A b (sweep A b l x) < energy A b x := by
  refine (sweep_energy_le hA b l x).lt_of_ne fun he => hx (funext fun i => ?_)
  have h := residual_tendsto hA b l (fun _ => x) (by simp [he]) i (hl i)
  have h0 := tendsto_nhds_unique h tendsto_const_nhds
  rw [Pi.sub_apply] at h0
  linarith

/-- For positive definite `A`, repeated Gauss-Seidel sweeps that visit every coordinate never
raise the energy and converge to `A⁻¹b` from any start `x`. -/
theorem gaussSeidel_converges (hA : A.PosDef) {l : List ι} (hl : ∀ i, i ∈ l) (b x : ι → ℝ) :
    Antitone (fun k : ℕ => energy A b ((sweep A b l)^[k] x)) ∧
      Tendsto (fun k : ℕ => (sweep A b l)^[k] x) atTop (𝓝 (A⁻¹ *ᵥ b)) := by
  have hanti : Antitone (fun k : ℕ => energy A b ((sweep A b l)^[k] x)) := by
    refine antitone_nat_of_succ_le fun k => ?_
    rw [Function.iterate_succ_apply']
    exact sweep_energy_le hA b l _
  refine ⟨hanti, ?_⟩
  have hu : IsUnit A.det := hA.det_pos.ne'.isUnit
  have hs : A *ᵥ (A⁻¹ *ᵥ b) = b := by
    rw [Matrix.mulVec_mulVec, Matrix.mul_nonsing_inv A hu, Matrix.one_mulVec]
  -- the energy is bounded below, so the gain per sweep tends to zero
  have hlim := tendsto_atTop_ciInf hanti
    ⟨energy A b (A⁻¹ *ᵥ b), by rintro _ ⟨k, rfl⟩; exact energy_min hA hs _⟩
  have hgain : Tendsto (fun k : ℕ => energy A b ((sweep A b l)^[k] x) -
      energy A b (sweep A b l ((sweep A b l)^[k] x))) atTop (𝓝 0) := by
    have h := hlim.sub (hlim.comp (tendsto_add_atTop_nat 1))
    rw [sub_self] at h
    refine h.congr fun k => ?_
    simp only [Function.comp_apply, Function.iterate_succ_apply']
  have hr : Tendsto (fun k : ℕ => b - A *ᵥ (sweep A b l)^[k] x) atTop (𝓝 0) :=
    tendsto_pi_nhds.mpr fun i =>
      residual_tendsto hA b l (fun k => (sweep A b l)^[k] x) hgain i (hl i)
  -- a vanishing residual means convergence to the solution
  have hc : Continuous (fun v : ι → ℝ => A⁻¹ *ᵥ b - A⁻¹ *ᵥ v) :=
    continuous_const.sub (continuous_const.matrix_mulVec continuous_id)
  have h := (hc.tendsto 0).comp hr
  simp only [Matrix.mulVec_zero, sub_zero] at h
  refine h.congr fun k => ?_
  simp only [Function.comp_apply, Matrix.mulVec_sub, Matrix.mulVec_mulVec,
    Matrix.nonsing_inv_mul A hu, Matrix.one_mulVec, sub_sub_cancel]

end

end GaussSeidelSweeps
```

```lean
#print axioms GaussSeidelSweeps.sweep_energy_lt
#print axioms GaussSeidelSweeps.gaussSeidel_converges
```

```
'GaussSeidelSweeps.sweep_energy_lt' depends on axioms: [propext, Classical.choice, Quot.sound]
'GaussSeidelSweeps.gaussSeidel_converges' depends on axioms: [propext, Classical.choice, Quot.sound]
```

### How the lemmas carry the argument

`energy_add` is the expansion about a point. Its proof extracts the symmetry of `A` from `hA`, uses it to identify the two cross terms, and leaves the rest to `linear_combination`. `energy_min` applies this expansion at a solution `s`, where the residual is zero, and supplies the lower bound on the energy.

`energy_line` is the completed square. The intermediate claim `key` gives the energy after a step of arbitrary length along the axis. It is used twice, once for the step `t` and once for the Gauss–Seidel step, and `field_simp` and `ring` compare the two results. Setting `t = 0` gives the energy lost in one update, which is how the later proofs use the lemma.

`sweep_energy_le` is an induction over the list: the first update does not raise the energy, and by the induction hypothesis neither do the remaining ones.

`residual_tendsto` contains the central step. It considers a sequence of points `y k` for which the energy gained by a sweep tends to zero, and it concludes that the residual at every visited coordinate tends to zero. The induction over the list replaces the sum over $q<p$ in the derivation by removing one update at a time:

- The gain of the first update lies between zero and the total gain, so `squeeze_zero` sends it to zero. Taking a square root turns this into a statement about the step length (`h2`), and multiplying by $A_{ii}$ gives the residual at the first coordinate.
- The gain of the remaining updates also tends to zero (`h6`), so the induction hypothesis applies to the points after the first update. This controls the residual there at each later coordinate `j` (`h7`).
- To return to the residual before the first update, one adds $A_{ji}$ times the first step, which tends to zero as well (`h8`).

Because the lemma speaks of sequences, it serves two purposes. For `sweep_energy_lt` it is applied to a constant sequence: if a sweep leaves the energy unchanged, the residual is a constant that tends to zero, so it is zero and $Ax=b$.

For `gaussSeidel_converges` it is applied to the iterates. `tendsto_atTop_ciInf` states that a non-increasing sequence bounded below converges. Subtracting from the energy sequence its own shift by one sweep then gives the vanishing gain `hgain`. The lemma yields the vanishing residual `hr`, and the continuity of $v\mapsto A^{-1}b-A^{-1}v$ at $v=0$ turns this into convergence of the vectors.

### Relaxing a whole site at once

The model could also have taken a site, with its three dipole components, as the unit of an update. The division by $A_{ii}$ would then become the solution of a $3\times3$ linear system with the diagonal block of that site, and the parabola in `energy_line` would become a quadratic function of three variables. For isotropic polarisabilities, with no coupling of a site to itself, that block is a multiple of the identity. Updating the three components one after another then gives the same dipoles as updating the site at once, so the present theorem already applies. For anisotropic polarisabilities the two schemes generally differ, and the block version would need its own statement.
